# Hermitian matrices of sizes n and n′ whose scattering functions agree at n + n′ energies have the same visible levels

Scattering is modelled here by one complex number per energy: the resolvent of a finite matrix, taken between a projector vector and itself. For a Hermitian \(n\times n\) matrix \(H\) and a vector \(b\), the scattering function is

\[
G(e)=b^{H}(H-e)^{-1}b ,
\]

where \(b^{H}\) is the conjugate transpose of \(b\) and \(H-e\) means \(H\) minus \(e\) times the identity. The function \(G'(e)\) is built in the same way from a Hermitian \(n'\times n'\) matrix \(H'\) and a vector \(b'\). Think of \(H\) as the reference and \(H'\) as its pseudized replacement. A ghost is then an eigenvalue of \(H'\) that \(H\) lacks. If \(G\) and \(G'\) agree at \(n+n'\) distinct energies outside both spectra, no ghost is visible to \(b'\): every eigenvector of \(H'\) at a ghost energy is orthogonal to \(b'\).

This bears on ghost tests for pseudopotentials, in a model with finite matrices, a single projector, no overlap matrix and exact agreement. The agreement also forces every level of \(H\) visible to \(b\) to be a level of \(H'\). A reference with core levels that are visible to \(b\) and that the pseudized replacement removes is therefore excluded. The result gives no bound for functions that agree only approximately, and it does not treat logarithmic derivatives or the generalised eigenproblem of ultrasoft and PAW methods.

In the code, the finite index types `n` and `m` label the two bases, so `Fintype.card m` is \(n'\).

```lean
import Mathlib

open Matrix Polynomial

namespace GhostScatteringTest

noncomputable section

variable {n m : Type*} [Fintype n] [DecidableEq n] [Fintype m] [DecidableEq m]
```

## The ghost must overlap the projector

An eigenvalue is defined by a nonzero eigenvector. An energy is visible if some eigenvector there has nonzero overlap with the projector. That overlap already forces the vector to be nonzero, so `IsVisible` does not ask for it separately. At a degenerate level, one overlapping eigenvector is enough.

```lean
/-- The energy `E` is an eigenvalue of `H`: there is a nonzero eigenvector. -/
def IsEigenvalue (H : Matrix n n ℂ) (E : ℂ) : Prop :=
  ∃ v : n → ℂ, v ≠ 0 ∧ H *ᵥ v = E • v

/-- The energy `E` is visible to the projector `b`: some eigenvector of `H` at `E` is not
orthogonal to `b`. -/
def IsVisible (H : Matrix n n ℂ) (b : n → ℂ) (E : ℂ) : Prop :=
  ∃ v : n → ℂ, H *ᵥ v = E • v ∧ star b ⬝ᵥ v ≠ 0
```

An eigenstate of a Hermitian matrix that is orthogonal to the projector contributes nothing to the scattering function. The derivation uses visibility to obtain a pole of nonzero weight, and the proof does so in the last part of `pole_expansion`. Without it the conclusion fails: \(H=(1)\), \(b=(1)\) and \(H'=\mathrm{diag}(1,4)\), \(b'=(1,0)\) have the same scattering function \(1/(1-e)\), but 4 is an eigenvalue of \(H'\) only.

## The test energies avoid both spectra

At an eigenvalue of \(H\) the matrix \(H-e\) is singular and the resolvent does not exist. Lean's inverse is then the zero matrix, so an equality at a shared eigenvalue would carry no information. The theorems therefore require `¬ IsEigenvalue` for both matrices at every test energy. By hand, this condition permits division by \(d_i-e\), where \(d_i\) are the eigenvalues; in the proof it supplies `d i ≠ e`. The energies may be complex, with real ones as a special case.

```lean
/-- The scattering function `b^H (H - e)^(-1) b` at energy `e`. -/
def scattering (H : Matrix n n ℂ) (b : n → ℂ) (e : ℂ) : ℂ :=
  star b ⬝ᵥ ((H - e • (1 : Matrix n n ℂ))⁻¹ *ᵥ b)
```

## Both matrices are Hermitian

Hermiticity gives real energies and an orthonormal basis of stationary states. Take orthonormal eigenvectors \(u_i\) with \(Hu_i=d_iu_i\), and expand \(b=\sum_i u_i(u_i^Hb)\). Since \((H-e)^{-1}u_i=u_i/(d_i-e)\),

\[
G(e)=\sum_i\frac{w_i}{d_i-e},\qquad w_i=|b^Hu_i|^2\ge 0 .
\]

If \(v=\sum_i c_iu_i\) satisfies \(Hv=Ev\), then \((d_i-E)c_i=0\) for each \(i\). If also \(b^Hv=\sum_i(b^Hu_i)c_i\ne0\), some term is nonzero, and for that \(i\) we have \(d_i=E\) and \(w_i\neq0\). Conversely, if \(d_i=E\) and \(w_i\ne0\), then \(u_i\) makes \(E\) visible.

Degenerate levels share a pole, whose total weight is the line weight

\[
W(s)=\sum_{i:\,d_i=s}w_i .
\]

```lean
/-- The total weight of all levels `d i` that lie at the energy `s`. -/
def lineWeight (d : n → ℂ) (w : n → ℝ) (s : ℂ) : ℝ :=
  ∑ i with d i = s, w i
```

The first lemma below collects the eigenvectors as columns of a unitary `U`. The second carries out the expansion: `h1` to `h3` give the resolvent in the eigenbasis, and `Complex.normSq` gives the weights.

```lean
/-- A Hermitian matrix is diagonalised by a unitary matrix of eigenvectors. -/
theorem exists_unitary_diagonalisation {H : Matrix n n ℂ} (hH : H.IsHermitian) :
    ∃ (U : Matrix n n ℂ) (d : n → ℂ), U * Uᴴ = 1 ∧ Uᴴ * U = 1 ∧ H * U = U * diagonal d := by
  have hU : (hH.eigenvectorUnitary : Matrix n n ℂ) *
      (hH.eigenvectorUnitary : Matrix n n ℂ)ᴴ = 1 :=
    Matrix.mem_unitaryGroup_iff.1 hH.eigenvectorUnitary.2
  refine ⟨hH.eigenvectorUnitary, fun i => (hH.eigenvalues i : ℂ), hU,
    mul_eq_one_comm.1 hU, ?_⟩
  ext i j
  have h := congrFun (hH.mulVec_eigenvectorBasis j) i
  rw [Matrix.mul_diagonal]
  simpa [Matrix.mul_apply, Matrix.mulVec, dotProduct, mul_comm] using h

/-- Pole expansion: outside the spectrum, the scattering function of a Hermitian matrix is a sum of
simple poles with nonnegative weights, and an energy is visible exactly when a pole of nonzero
weight lies there. -/
theorem pole_expansion {H : Matrix n n ℂ} (hH : H.IsHermitian) (b : n → ℂ) :
    ∃ (d : n → ℂ) (w : n → ℝ), (∀ i, 0 ≤ w i) ∧
      (∀ e, ¬ IsEigenvalue H e →
        (∀ i, d i ≠ e) ∧ scattering H b e = ∑ i, (w i : ℂ) / (d i - e)) ∧
      (∀ E, IsVisible H b E ↔ ∃ i, d i = E ∧ w i ≠ 0) := by
  obtain ⟨U, d, hU, hU', hHU⟩ := exists_unitary_diagonalisation hH
  -- the columns of `U` are eigenvectors
  have hcol : ∀ i, H *ᵥ (U *ᵥ Pi.single i 1) = d i • (U *ᵥ Pi.single i 1) := by
    intro i
    have hs : diagonal d *ᵥ Pi.single i (1 : ℂ) = d i • Pi.single i (1 : ℂ) := by
      ext k
      rw [Matrix.mulVec_diagonal]
      by_cases hk : k = i
      · subst hk; simp
      · simp [hk]
    rw [Matrix.mulVec_mulVec, hHU, ← Matrix.mulVec_mulVec, hs, Matrix.mulVec_smul]
  refine ⟨d, fun i => Complex.normSq ((star b ᵥ* U) i), fun i => Complex.normSq_nonneg _,
    ?_, ?_⟩
  · intro e he
    have hd : ∀ i, d i ≠ e := by
      intro i hi
      refine he ⟨U *ᵥ Pi.single i 1, fun h0 => ?_, hi ▸ hcol i⟩
      have h1 := congrArg (fun v => (Uᴴ *ᵥ v) i) h0
      simp only [Matrix.mulVec_mulVec, hU', Matrix.one_mulVec, Matrix.mulVec_zero] at h1
      simp at h1
    refine ⟨hd, ?_⟩
    -- the resolvent is diagonal in the eigenbasis
    have h1 : (H - e • (1 : Matrix n n ℂ)) * U = U * diagonal (fun i => d i - e) := by
      rw [sub_mul, hHU, Matrix.smul_mul, one_mul]
      ext i j
      rw [Matrix.sub_apply, Matrix.smul_apply, Matrix.mul_diagonal, Matrix.mul_diagonal,
        smul_eq_mul]
      ring
    have h2 : diagonal (fun i => d i - e) * diagonal (fun i => (d i - e)⁻¹) = 1 := by
      rw [Matrix.diagonal_mul_diagonal, ← Matrix.diagonal_one]
      exact congrArg diagonal (funext fun i => mul_inv_cancel₀ (sub_ne_zero.2 (hd i)))
    have h3 : (H - e • (1 : Matrix n n ℂ))⁻¹ = U * (diagonal (fun i => (d i - e)⁻¹) * Uᴴ) := by
      apply Matrix.inv_eq_right_inv
      rw [← mul_assoc, h1, mul_assoc, ← mul_assoc (diagonal _) (diagonal _), h2, one_mul, hU]
    have hc : Uᴴ *ᵥ b = star (star b ᵥ* U) := by
      rw [Matrix.star_vecMul, star_star]
    rw [scattering, h3, ← Matrix.mulVec_mulVec, ← Matrix.mulVec_mulVec,
      Matrix.dotProduct_mulVec, hc]
    refine Finset.sum_congr rfl fun i _ => ?_
    rw [Matrix.mulVec_diagonal, ← Complex.mul_conj, div_eq_mul_inv]
    change _ * (_ * (starRingEnd ℂ) ((star b ᵥ* U) i)) = _
    ring
  · intro E
    constructor
    · rintro ⟨v, hv, hb⟩
      have hy : U *ᵥ (Uᴴ *ᵥ v) = v := by rw [Matrix.mulVec_mulVec, hU, Matrix.one_mulVec]
      have hD : diagonal d *ᵥ (Uᴴ *ᵥ v) = E • (Uᴴ *ᵥ v) := by
        calc diagonal d *ᵥ (Uᴴ *ᵥ v) = (Uᴴ * (U * diagonal d)) *ᵥ (Uᴴ *ᵥ v) := by
              rw [← mul_assoc, hU', one_mul]
          _ = Uᴴ *ᵥ (H *ᵥ (U *ᵥ (Uᴴ *ᵥ v))) := by
              rw [← hHU, ← Matrix.mulVec_mulVec, ← Matrix.mulVec_mulVec]
          _ = E • (Uᴴ *ᵥ v) := by rw [hy, hv, Matrix.mulVec_smul]
      rw [← hy, Matrix.dotProduct_mulVec] at hb
      obtain ⟨i, -, hi⟩ := Finset.exists_ne_zero_of_sum_ne_zero hb
      have hDi := congrFun hD i
      rw [Matrix.mulVec_diagonal, Pi.smul_apply, smul_eq_mul] at hDi
      exact ⟨i, mul_right_cancel₀ (right_ne_zero_of_mul hi) hDi,
        fun h => left_ne_zero_of_mul hi (Complex.normSq_eq_zero.1 h)⟩
    · rintro ⟨i, rfl, hi⟩
      refine ⟨U *ᵥ Pi.single i 1, hcol i, fun h => hi ?_⟩
      rw [Matrix.dotProduct_mulVec, dotProduct_single, mul_one] at h
      exact Complex.normSq_eq_zero.2 h
```

Without Hermiticity a visible level can have zero residue, because left and right eigenvectors differ. Take \(H=(1)\), \(b=(1)\) and

\[
H'=\begin{pmatrix}1&3\\0&4\end{pmatrix},\qquad b'=\begin{pmatrix}1\\0\end{pmatrix}.
\]

Both scattering functions equal \(1/(1-e)\), yet \(H'\) has the eigenvector \((1,1)^T\) at 4, which overlaps \(b'\). This example and the diagonal one above are worked by hand and are not among the theorems.

## There are at least n + n′ distinct test energies

The number of energies is set by the number of poles that the difference \(G-G'\) can have. Let \(S\) be the set of all eigenvalues of the two matrices, so \(|S|\le n+n'\), and let \(a_s=W(s)-W'(s)\), where \(W'\) is the line weight of the primed system. Agreement at \(e\) reads

\[
\sum_{s\in S}\frac{a_s}{s-e}=0 .
\]

Multiplying by \(-\prod_{t\in S}(e-t)\) turns the left side into

\[
p(e)=\sum_{s\in S}a_s\prod_{t\in S,\,t\ne s}(e-t).
\]

If \(S\) is empty there is nothing to show. Otherwise \(p\) has degree at most \(|S|-1\) and at least \(|S|\) distinct zeros, so \(p=0\). At \(r\in S\) only one term survives:

\[
0=p(r)=a_r\prod_{t\in S,\,t\ne r}(r-t).
\]

The product is nonzero, hence \(a_r=0\).

In `residues_eq_zero`, `hdeg` bounds the degree, `hp` counts zeros and `h0` evaluates at \(r\). The test energies form a `Finset`, which makes them distinct.

```lean
/-- A sum of simple poles at the points of `S` that vanishes at `|S|` or more points away from
`S` has all residues zero. -/
theorem residues_eq_zero (S T : Finset ℂ) (a : ℂ → ℂ) (hcard : S.card ≤ T.card)
    (hT : ∀ e ∈ T, (∀ s ∈ S, s ≠ e) ∧ ∑ s ∈ S, a s / (s - e) = 0) :
    ∀ s ∈ S, a s = 0 := by
  intro r hr
  -- the numerator over the common denominator
  let p : ℂ[X] := ∑ s ∈ S, C (a s) * ∏ t ∈ S.erase s, (X - C t)
  have hev : ∀ e, p.eval e = ∑ s ∈ S, a s * ∏ t ∈ S.erase s, (e - t) := by
    intro e
    simp [p, Polynomial.eval_finsetSum, Polynomial.eval_prod]
  have hdeg : p.natDegree ≤ S.card - 1 := by
    refine Polynomial.natDegree_sum_le_of_forall_le _ _ fun s hs => ?_
    refine (Polynomial.natDegree_C_mul_le _ _).trans ((Polynomial.natDegree_prod_le _ _).trans ?_)
    simp [Finset.card_erase_of_mem hs]
  have hpos : 0 < S.card := Finset.card_pos.2 ⟨r, hr⟩
  have hp : p = 0 := by
    refine Polynomial.eq_zero_of_natDegree_lt_card_of_eval_eq_zero' p T (fun e he => ?_) (by omega)
    obtain ⟨hne, hsum⟩ := hT e he
    have : p.eval e = -(∏ t ∈ S, (e - t)) * ∑ s ∈ S, a s / (s - e) := by
      rw [hev, Finset.mul_sum]
      refine Finset.sum_congr rfl fun s hs => ?_
      rw [← Finset.mul_prod_erase S (fun t => e - t) hs]
      have h := div_mul_cancel₀ (a s) (sub_ne_zero.2 (hne s hs))
      linear_combination (-(∏ t ∈ S.erase s, (e - t))) * h
    rw [this, hsum, mul_zero]
  -- at `r` only one term of the numerator survives
  have h0 := hev r
  rw [hp, Polynomial.eval_zero, Finset.sum_eq_single_of_mem r hr (fun s _ hne => by
    rw [Finset.prod_eq_zero (Finset.mem_erase.2 ⟨hne.symm, hr⟩) (sub_self r), mul_zero])] at h0
  refine (mul_eq_zero.1 h0.symm).resolve_right (Finset.prod_ne_zero_iff.2 fun t ht => ?_)
  exact sub_ne_zero.2 (Finset.ne_of_mem_erase ht).symm
```

The next lemma groups degenerate levels, and the one after it applies the zero count to the difference. Energies outside \(S\) have line weight zero in both systems.

```lean
omit [DecidableEq n] in
/-- Degenerate levels can be collected: a pole sum over levels equals the sum over energies of
the line weights divided by the same denominators. -/
theorem sum_lineWeight (d : n → ℂ) (w : n → ℝ) (S : Finset ℂ) (hS : ∀ i, d i ∈ S) (e : ℂ) :
    ∑ s ∈ S, (lineWeight d w s : ℂ) / (s - e) = ∑ i, (w i : ℂ) / (d i - e) := by
  rw [← Finset.sum_fiberwise_of_maps_to (fun i _ => hS i)]
  refine Finset.sum_congr rfl fun s _ => ?_
  rw [lineWeight, Complex.ofReal_sum, Finset.sum_div]
  refine Finset.sum_congr rfl fun i hi => ?_
  rw [(Finset.mem_filter.1 hi).2]

omit [DecidableEq n] [DecidableEq m] in
/-- Two pole sums with `n` and `n'` levels that agree at `n + n'` or more energies away from the
levels have the same line weight at every energy. -/
theorem lineWeight_eq (d : n → ℂ) (w : n → ℝ) (d' : m → ℂ) (w' : m → ℝ) (T : Finset ℂ)
    (hcard : Fintype.card n + Fintype.card m ≤ T.card)
    (hT : ∀ e ∈ T, (∀ i, d i ≠ e) ∧ (∀ j, d' j ≠ e) ∧
      ∑ i, (w i : ℂ) / (d i - e) = ∑ j, (w' j : ℂ) / (d' j - e)) (s : ℂ) :
    lineWeight d w s = lineWeight d' w' s := by
  let S : Finset ℂ := Finset.univ.image d ∪ Finset.univ.image d'
  have hd : ∀ i, d i ∈ S := fun i =>
    Finset.mem_union_left _ (Finset.mem_image_of_mem d (Finset.mem_univ i))
  have hd' : ∀ j, d' j ∈ S := fun j =>
    Finset.mem_union_right _ (Finset.mem_image_of_mem d' (Finset.mem_univ j))
  by_cases hs : s ∈ S
  · have hSc : S.card ≤ T.card :=
      (Finset.card_union_le _ _).trans
        ((Nat.add_le_add Finset.card_image_le Finset.card_image_le).trans hcard)
    have h := residues_eq_zero S T
      (fun s => (lineWeight d w s : ℂ) - (lineWeight d' w' s : ℂ)) hSc (fun e he => by
        obtain ⟨h1, h2, h3⟩ := hT e he
        refine ⟨fun s hs => ?_, ?_⟩
        · rcases Finset.mem_union.1 hs with h | h
          · obtain ⟨i, -, rfl⟩ := Finset.mem_image.1 h
            exact h1 i
          · obtain ⟨j, -, rfl⟩ := Finset.mem_image.1 h
            exact h2 j
        · simp only [sub_div, Finset.sum_sub_distrib]
          rw [sum_lineWeight d w S hd, sum_lineWeight d' w' S hd', h3, sub_self]) s hs
    exact Complex.ofReal_injective (sub_eq_zero.1 h)
  · -- no level of either system lies at `s`
    rw [lineWeight, lineWeight, Finset.sum_eq_zero, Finset.sum_eq_zero]
    · intro j hj
      exact absurd ((Finset.mem_filter.1 hj).2 ▸ hd' j) hs
    · intro i hi
      exact absurd ((Finset.mem_filter.1 hi).2 ▸ hd i) hs
```

Equal line weights settle visibility because the weights are nonnegative: \(W(s)\) vanishes only if every \(w_i\) at \(s\) does, so degenerate levels cannot cancel.

```lean
omit [DecidableEq n] in
/-- With nonnegative weights, the line weight at `s` is nonzero exactly when some level at `s`
has nonzero weight. -/
theorem lineWeight_ne_zero_iff (d : n → ℂ) (w : n → ℝ) (hw : ∀ i, 0 ≤ w i) (s : ℂ) :
    lineWeight d w s ≠ 0 ↔ ∃ i, d i = s ∧ w i ≠ 0 := by
  rw [lineWeight, Ne, Finset.sum_eq_zero_iff_of_nonneg (fun i _ => hw i)]
  simp
```

If \(E\) is visible in \(H'\), then \(W'(E)>0\), so \(W(E)>0\), and \(E\) is visible in \(H\). The argument is symmetric. Equal line weights also make the two pole sums equal, so `scattering_test` concludes further that the functions agree at every energy outside both spectra.

```lean
/-- If the scattering functions of two Hermitian matrices of sizes `n` and `n'` agree at `n + n'`
or more energies outside both spectra, the same energies are visible in both, and the functions
agree at every energy outside both spectra. -/
theorem scattering_test {H : Matrix n n ℂ} {H' : Matrix m m ℂ} (hH : H.IsHermitian)
    (hH' : H'.IsHermitian) (b : n → ℂ) (b' : m → ℂ) (T : Finset ℂ)
    (hcard : Fintype.card n + Fintype.card m ≤ T.card)
    (hT : ∀ e ∈ T, ¬ IsEigenvalue H e ∧ ¬ IsEigenvalue H' e ∧
      scattering H b e = scattering H' b' e) :
    (∀ E, IsVisible H b E ↔ IsVisible H' b' E) ∧
    (∀ e, ¬ IsEigenvalue H e → ¬ IsEigenvalue H' e →
      scattering H b e = scattering H' b' e) := by
  obtain ⟨d, w, hw, hG, hV⟩ := pole_expansion hH b
  obtain ⟨d', w', hw', hG', hV'⟩ := pole_expansion hH' b'
  have hW := lineWeight_eq d w d' w' T hcard (fun e he => by
    obtain ⟨h1, h2, h3⟩ := hT e he
    refine ⟨(hG e h1).1, (hG' e h2).1, ?_⟩
    rw [← (hG e h1).2, ← (hG' e h2).2, h3])
  constructor
  · intro E
    rw [hV, hV', ← lineWeight_ne_zero_iff d w hw, ← lineWeight_ne_zero_iff d' w' hw', hW]
  · intro e h1 h2
    rw [(hG e h1).2, (hG' e h2).2,
      ← sum_lineWeight d w (Finset.univ.image d ∪ Finset.univ.image d') (fun i => by simp),
      ← sum_lineWeight d' w' (Finset.univ.image d ∪ Finset.univ.image d') (fun j => by simp)]
    simp only [hW]
```

The ghost test keeps one direction. The eigenvector of \(H\) that it obtains is nonzero because its overlap with \(b\) is nonzero.

```lean
/-- Ghost test: if the scattering functions of two Hermitian matrices `H` and `H'` of sizes `n` and
`n'` agree at `n + n'` or more energies outside both spectra, every eigenvalue of `H'` with an
eigenvector not orthogonal to `b'` is an eigenvalue of `H`. -/
theorem no_visible_ghost {H : Matrix n n ℂ} {H' : Matrix m m ℂ} (hH : H.IsHermitian)
    (hH' : H'.IsHermitian) (b : n → ℂ) (b' : m → ℂ) (T : Finset ℂ)
    (hcard : Fintype.card n + Fintype.card m ≤ T.card)
    (hT : ∀ e ∈ T, ¬ IsEigenvalue H e ∧ ¬ IsEigenvalue H' e ∧
      scattering H b e = scattering H' b' e) {E : ℂ} (hE : IsVisible H' b' E) :
    IsEigenvalue H E := by
  obtain ⟨v, hv, hb⟩ := ((scattering_test hH hH' b b' T hcard hT).1 E).2 hE
  exact ⟨v, fun h => hb (by rw [h, dotProduct_zero]), hv⟩
```

With one energy fewer the test can fail. For \(n=n'=1\), take \(H=(1)\), \(b=(1)\) and \(H'=(4)\), \(b'=(2)\). At \(e=0\) both scattering functions equal 1, since \(1/1=4/4\), yet the level at 4 is visible in \(H'\) and absent from \(H\). The last theorem verifies this for these one-level systems.

```lean
/-- One energy fewer is not enough: the one-level systems `H = 1, b = 1` and `H' = 4, b' = 2`
agree at the energy `0` outside both spectra, yet `4` is visible in `H'` and no eigenvalue of
`H`. -/
theorem one_energy_fewer_fails :
    ¬ IsEigenvalue !![(1 : ℂ)] 0 ∧ ¬ IsEigenvalue !![(4 : ℂ)] 0 ∧
    scattering !![(1 : ℂ)] ![1] 0 = scattering !![(4 : ℂ)] ![2] 0 ∧
    IsVisible !![(4 : ℂ)] ![2] 4 ∧ ¬ IsEigenvalue !![(1 : ℂ)] 4 := by
  have key : ∀ a E : ℂ, a ≠ E → ¬ IsEigenvalue !![a] E := by
    rintro a E hne ⟨v, hv, h⟩
    have h0 : a * v 0 = E * v 0 := by
      simpa [Matrix.mulVec, dotProduct] using congrFun h 0
    have h1 : v 0 = 0 := by
      by_contra hv0
      exact hne (mul_right_cancel₀ hv0 h0)
    apply hv
    ext i
    rw [Subsingleton.elim i 0, h1, Pi.zero_apply]
  have hinv : ∀ a : ℂ, a ≠ 0 →
      (!![a] - (0 : ℂ) • (1 : Matrix (Fin 1) (Fin 1) ℂ))⁻¹ = !![a⁻¹] := by
    intro a ha
    apply Matrix.inv_eq_right_inv
    ext i j
    fin_cases i
    fin_cases j
    simp [Matrix.mul_apply, ha]
  refine ⟨key 1 0 (by norm_num), key 4 0 (by norm_num), ?_, ⟨![1], ?_, ?_⟩,
    key 1 4 (by norm_num)⟩
  · rw [scattering, scattering, hinv 1 (by norm_num), hinv 4 (by norm_num)]
    simp [Matrix.mulVec, dotProduct]
    try norm_num
  · ext i
    fin_cases i
    simp [Matrix.mulVec, dotProduct]
  · simp [dotProduct]

end

end GhostScatteringTest
```

```lean
#print axioms GhostScatteringTest.scattering_test
#print axioms GhostScatteringTest.no_visible_ghost
#print axioms GhostScatteringTest.one_energy_fewer_fails
```

```
'GhostScatteringTest.scattering_test' depends on axioms: [propext, Classical.choice, Quot.sound]
'GhostScatteringTest.no_visible_ghost' depends on axioms: [propext, Classical.choice, Quot.sound]
'GhostScatteringTest.one_energy_fewer_fails' depends on axioms: [propext, Classical.choice, Quot.sound]
```
